# The resolvent identity for a finite Hermitian Hamiltonian at two nonreal energies

The resolvent, or Green function, of a Hamiltonian matrix `H` at a complex energy z is G(z) = (z − H)⁻¹. The lemma `green_sub_green` says that G(w) − G(z) = (z − w) G(w) G(z), where `H` is a finite Hermitian matrix and w and z both have nonzero imaginary part, so that both inverses exist. The attempt puts (z − H)G(z) = 1 and G(w)(w − H) = 1 into the left side, gathers the result into G(w)[(z − H) − (w − H)]G(z), and notes that the bracket is (z − w) times the identity.

As first written in Lean, the proof fails:

```lean
import Mathlib

open Matrix Filter
open scoped Topology ComplexOrder

namespace GreenSubGreen

noncomputable section

variable {n : Type*} [Fintype n] [DecidableEq n]

/-- The resolvent `(z - H)⁻¹` of a matrix `H`, for `z` outside the spectrum of `H`. -/
def green (H : Matrix n n ℂ) (z : ℂ) : Matrix n n ℂ := (z • (1 : Matrix n n ℂ) - H)⁻¹

/-- For Hermitian `H` and nonreal `z` the matrix `z - H` is invertible. -/
theorem isUnit_det_sub {H : Matrix n n ℂ} (hH : H.IsHermitian) {z : ℂ} (hz : z.im ≠ 0) :
    IsUnit (z • (1 : Matrix n n ℂ) - H).det := by
  rw [isUnit_iff_ne_zero]
  intro hdet
  obtain ⟨v, hv0, hv⟩ := Matrix.exists_mulVec_eq_zero_iff.2 hdet
  rw [Matrix.sub_mulVec, Matrix.smul_mulVec, Matrix.one_mulVec, sub_eq_zero] at hv
  -- `v* H v` is real because `H` is Hermitian
  have h1 : star (H *ᵥ v) ⬝ᵥ v = star v ⬝ᵥ (H *ᵥ v) := by
    rw [Matrix.star_mulVec, hH.eq, Matrix.dotProduct_mulVec]
  rw [← hv, star_smul, smul_dotProduct, dotProduct_smul, smul_eq_mul, smul_eq_mul] at h1
  have hn : star v ⬝ᵥ v ≠ 0 := fun h =>
    hv0 (dotProduct_star_self_eq_zero.1 (by simpa only [dotProduct_comm] using h))
  exact hz (Complex.conj_eq_iff_im.1 (mul_right_cancel₀ hn h1))

/-- The resolvent identity `G(w) - G(z) = (z - w) G(w) G(z)` for Hermitian `H` and
nonreal `w`, `z`. -/
theorem green_sub_green {H : Matrix n n ℂ} (hH : H.IsHermitian) {w z : ℂ}
    (hw : w.im ≠ 0) (hz : z.im ≠ 0) :
    green H w - green H z = (z - w) • (green H w * green H z) := by
  have h1 : green H w * (w • (1 : Matrix n n ℂ) - H) = 1 :=
    Matrix.nonsing_inv_mul _ (isUnit_det_sub hH hw)
  have h2 : (z • (1 : Matrix n n ℂ) - H) * green H z = 1 :=
    Matrix.mul_nonsing_inv _ (isUnit_det_sub hH hz)
  have h3 : (z • (1 : Matrix n n ℂ) - H) - (w • (1 : Matrix n n ℂ) - H)
      = (z - w) • (1 : Matrix n n ℂ) := by module
  calc green H w - green H z
      = green H w * ((z • (1 : Matrix n n ℂ) - H) * green H z)
        - (green H w * (w • (1 : Matrix n n ℂ) - H)) * green H z := by
        rw [h1, h2, mul_one, one_mul]
    _ = green H w * ((z • (1 : Matrix n n ℂ) - H) - (w • (1 : Matrix n n ℂ) - H))
        * green H z := by rw [mul_sub, sub_mul, mul_assoc, mul_assoc, mul_assoc]
    _ = (z - w) • (green H w * green H z) := by
        rw [h3, Matrix.mul_smul, Matrix.smul_mul, Matrix.mul_one]

end

end GreenSubGreen
```

The error:

```
Main.lean:46:59: error: Tactic `rewrite` failed: Did not find an occurrence of the pattern
  ?a * ?b * ?c
in the target expression
  green H w * (z • 1 * green H z - H * green H z) - (green H w * w • 1 - green H w * H) * green H z =
    green H w * ((z • 1 - H - (w • 1 - H)) * green H z)

n : Type u_1
inst✝¹ : Fintype n
inst✝ : DecidableEq n
H : Matrix n n ℂ
hH : H.IsHermitian
w z : ℂ
hw : w.im ≠ 0
hz : z.im ≠ 0
h1 : green H w * (w • 1 - H) = 1
h2 : (z • 1 - H) * green H z = 1
h3 : z • 1 - H - (w • 1 - H) = (z - w) • 1
⊢ green H w * (z • 1 * green H z - H * green H z) - (green H w * w • 1 - green H w * H) * green H z =
    green H w * ((z • 1 - H - (w • 1 - H)) * green H z)
```

What went wrong. The error is in the middle step of the `calc`, at the second `mul_assoc`. Given no arguments, `rw` settles on the first match it finds. `mul_sub` was meant to split the bracket on the right side, but it expanded `green H w * (w • 1 - H)` on the left, and `sub_mul` then expanded `(z • 1 - H) * green H z`, also on the left. The first `mul_assoc` regrouped the right side, after which no product of the form `?a * ?b * ?c` remained, and the second failed.

The repair proves the gathered product equal to G(w) − G(z) as `h4`. The expanded products are no longer there at the start, so `mul_sub` can only split the bracket; its explicit arguments say so outright but aren't needed for that. `h1` and `h2` then turn the products into identities as they appear. The last line rewrites the goal backwards with `h4` and finishes as the old last step did. Writing `Matrix.sub_mul` and the like for the general names is mere tidying.

Fix (accepted with no message):

```diff
@@ -39,12 +39,9 @@
   have h3 : (z • (1 : Matrix n n ℂ) - H) - (w • (1 : Matrix n n ℂ) - H)
       = (z - w) • (1 : Matrix n n ℂ) := by module
-  calc green H w - green H z
-      = green H w * ((z • (1 : Matrix n n ℂ) - H) * green H z)
-        - (green H w * (w • (1 : Matrix n n ℂ) - H)) * green H z := by
-        rw [h1, h2, mul_one, one_mul]
-    _ = green H w * ((z • (1 : Matrix n n ℂ) - H) - (w • (1 : Matrix n n ℂ) - H))
-        * green H z := by rw [mul_sub, sub_mul, mul_assoc, mul_assoc, mul_assoc]
-    _ = (z - w) • (green H w * green H z) := by
-        rw [h3, Matrix.mul_smul, Matrix.smul_mul, Matrix.mul_one]
+  have h4 : green H w * ((z • (1 : Matrix n n ℂ) - H) - (w • (1 : Matrix n n ℂ) - H))
+      * green H z = green H w - green H z := by
+    rw [Matrix.mul_sub (green H w) (z • (1 : Matrix n n ℂ) - H), h1, Matrix.sub_mul,
+      Matrix.one_mul, Matrix.mul_assoc, h2, Matrix.mul_one]
+  rw [← h4, h3, Matrix.mul_smul, Matrix.smul_mul, Matrix.mul_one]
 
 end
```
